# A common trial vector with energy at most level k of one generalized eigenproblem and at least level k of another

Take two generalized eigenproblems, `H x = lam S x` and `H' x = lam' S' x`, on the same finite-dimensional complex coefficient space, each with a complete set of eigenvectors orthonormal in its own overlap matrix and with real levels listed in increasing order, counted with multiplicity. The lemma states that for every index `k` there is one vector `v`, of positive norm in both overlaps, whose energy ⟨v|H|v⟩/⟨v|S|v⟩ is at most level `k` of the first problem, while ⟨v|H'|v⟩/⟨v|S'|v⟩ is at least level `k` of the second. Since `v` need not be normalised, the Lean statement writes both bounds multiplied through by the norms. The proof looks for a nonzero `v` with no component on the first problem's levels after `k` or on the second's before `k`; these conditions are the rows of a square matrix `M` whose row `k` is zero, so such a `v` exists, and expanding norms and energies in populations gives the bounds.

As first written in Lean, the proof fails:

```lean
import Mathlib

open Matrix
open scoped ComplexOrder

namespace ExistsTrialState

variable {n : ℕ} {m : Type*} [Fintype m]

/-- The real part of the unnormalised expectation value `⟨v|M|v⟩`. -/
def expect (M : Matrix (Fin n) (Fin n) ℂ) (v : Fin n → ℂ) : ℝ :=
  (star v ⬝ᵥ M *ᵥ v).re

/-- `lam` lists the generalized levels of `H x = lam S x` in increasing order, with
multiplicity: the columns of `X` are a complete `S`-orthonormal set of solutions. -/
def IsOrderedLevels (H S : Matrix (Fin n) (Fin n) ℂ) (lam : Fin n → ℝ) : Prop :=
  Monotone lam ∧ ∃ X : Matrix (Fin n) (Fin n) ℂ,
    Xᴴ * S * X = 1 ∧ H * X = S * X * diagonal (fun i => (lam i : ℂ))

/-- A change of basis `v = X c` turns the expectation value of `M` into that of
`Xᴴ M X`. -/
theorem expect_basis_change (M X : Matrix (Fin n) (Fin n) ℂ) (c : Fin n → ℂ) :
    expect M (X *ᵥ c) = expect (Xᴴ * M * X) c := by
  simp only [expect, Matrix.star_mulVec, Matrix.dotProduct_mulVec,
    Matrix.vecMul_vecMul, Matrix.mul_assoc]

/-- For a real diagonal matrix the expectation value is the sum of the diagonal entries
weighted by the populations. -/
theorem expect_diagonal (d : Fin n → ℝ) (c : Fin n → ℂ) :
    expect (diagonal (fun i => (d i : ℂ))) c = ∑ i, d i * Complex.normSq (c i) := by
  simp only [expect, dotProduct, Matrix.mulVec_diagonal, Complex.re_sum]
  refine Finset.sum_congr rfl fun i _ => ?_
  simp [Complex.normSq_apply]
  ring

/-- In a complete `S`-orthonormal set of generalized eigenvectors, norm and energy are sums
over populations, and every nonzero state has positive `S`-norm. -/
theorem level_expansion {H S X : Matrix (Fin n) (Fin n) ℂ} {lam : Fin n → ℝ}
    (hX : Xᴴ * S * X = 1) (hHX : H * X = S * X * diagonal (fun i => (lam i : ℂ)))
    (v : Fin n → ℂ) :
    expect S v = ∑ i, Complex.normSq (((Xᴴ * S) *ᵥ v) i) ∧
    expect H v = ∑ i, lam i * Complex.normSq (((Xᴴ * S) *ᵥ v) i) ∧
    (v ≠ 0 → 0 < expect S v) := by
  have hv : X *ᵥ ((Xᴴ * S) *ᵥ v) = v := by
    rw [Matrix.mulVec_mulVec, mul_eq_one_comm.1 hX, Matrix.one_mulVec]
  have hD : Xᴴ * H * X = diagonal (fun i => (lam i : ℂ)) := by
    rw [Matrix.mul_assoc, hHX, ← Matrix.mul_assoc, ← Matrix.mul_assoc, hX, Matrix.one_mul]
  have h1 : (1 : Matrix (Fin n) (Fin n) ℂ) = diagonal (fun _ => ((1 : ℝ) : ℂ)) := by simp
  have hs : expect S v = ∑ i, Complex.normSq (((Xᴴ * S) *ᵥ v) i) := by
    conv_lhs => rw [← hv]
    rw [expect_basis_change, hX, h1, expect_diagonal]
    simp only [one_mul]
  refine ⟨hs, ?_, fun h0 => ?_⟩
  · conv_lhs => rw [← hv]
    rw [expect_basis_change, hD, expect_diagonal]
  · have hc : (Xᴴ * S) *ᵥ v ≠ 0 := by
      intro hc
      rw [hc, Matrix.mulVec_zero] at hv
      exact h0 hv.symm
    obtain ⟨i, hi⟩ := Function.ne_iff.1 hc
    rw [hs]
    exact Finset.sum_pos' (fun _ _ => Complex.normSq_nonneg _)
      ⟨i, Finset.mem_univ i, Complex.normSq_pos.2 hi⟩

/-- For two generalized eigenproblems and an index `k` there is a common trial state whose energy in
the first problem is at most level `k` of the first, and whose energy in the second problem is at
least level `k` of the second. -/
theorem exists_trial_state {H S H' S' : Matrix (Fin n) (Fin n) ℂ} {lam lam' : Fin n → ℝ}
    (h : IsOrderedLevels H S lam) (h' : IsOrderedLevels H' S' lam') (k : Fin n) :
    ∃ v, 0 < expect S v ∧ 0 < expect S' v ∧
      expect H v ≤ lam k * expect S v ∧ lam' k * expect S' v ≤ expect H' v := by
  obtain ⟨hm, X, hX, hHX⟩ := h
  obtain ⟨hm', X', hX', hHX'⟩ := h'
  -- `n - 1` linear conditions; row `k` is empty, so a nonzero solution exists
  let M : Matrix (Fin n) (Fin n) ℂ := Matrix.of fun i j =>
    if i < k then (X'ᴴ * S') i j else if k < i then (Xᴴ * S) i j else 0
  have hdet : M.det = 0 := Matrix.det_eq_zero_of_row_eq_zero k (fun j => by simp [M])
  obtain ⟨v, hv, hMv⟩ := Matrix.exists_mulVec_eq_zero_iff.2 hdet
  have hlow : ∀ i, i < k → ((X'ᴴ * S') *ᵥ v) i = 0 := fun i hi => by
    have h := congrFun hMv i
    simpa only [M, Matrix.mulVec, dotProduct, Matrix.of_apply, if_pos hi] using h
  have hhigh : ∀ i, k < i → ((Xᴴ * S) *ᵥ v) i = 0 := fun i hi => by
    have h := congrFun hMv i
    simpa only [M, Matrix.mulVec, dotProduct, Matrix.of_apply,
      if_neg (not_lt_of_ge hi.le), if_pos hi] using h
  obtain ⟨hs, he, hp⟩ := level_expansion hX hHX v
  obtain ⟨hs', he', hp'⟩ := level_expansion hX' hHX' v
  refine ⟨v, hp hv, hp' hv, ?_, ?_⟩
  · rw [he, hs, Finset.mul_sum]
    refine Finset.sum_le_sum fun i _ => ?_
    rcases le_or_gt i k with hi | hi
    · exact mul_le_mul_of_nonneg_right (hm hi) (Complex.normSq_nonneg _)
    · simp [hhigh i hi]
  · rw [he', hs', Finset.mul_sum]
    refine Finset.sum_le_sum fun i _ => ?_
    rcases le_or_gt k i with hi | hi
    · exact mul_le_mul_of_nonneg_right (hm' hi) (Complex.normSq_nonneg _)
    · simp [hlow i hi]

end ExistsTrialState
```

Messages:

```
Main.lean:81:4: error: Type mismatch: After simplification, term
  h
 has type
  @Eq ℂ (∑ x, (X'ᴴ * S') i x * v x) (0 i)
but is expected to have type
  @Eq ℂ (∑ x, (X'ᴴ * S') i x * v x) 0
Main.lean:84:4: error: Type mismatch: After simplification, term
  h
 has type
  @Eq ℂ (∑ x, (Xᴴ * S) i x * v x) (0 i)
but is expected to have type
  @Eq ℂ (∑ x, (Xᴴ * S) i x * v x) 0
```

What went wrong. Both errors occur where the vanishing of a single component is read off from `hMv`, which says that `M *ᵥ v` is the zero vector. Applying `congrFun` at `i` gives an equation whose right-hand side is `0 i`, the zero function evaluated at `i`, whereas the goal has the complex number `0`. The left-hand sides already agree, as the messages show: the conditions in `M` have been resolved and the same sum stands on each side.

The two zeros are equal by definition, but `simpa only` simplifies with just the lemmas it is given, and none of them turns `0 i` into `0`. Its final comparison does not unfold the zero function to see that they agree, so it reports a type mismatch.

The repair adds `Pi.zero_apply`, which is exactly the missing rewrite, to both lists. The simplified `h` then matches the goal in `hlow` and in `hhigh`.

The change, after which it compiles:

```diff
@@ -79,9 +79,10 @@
   have hlow : ∀ i, i < k → ((X'ᴴ * S') *ᵥ v) i = 0 := fun i hi => by
     have h := congrFun hMv i
-    simpa only [M, Matrix.mulVec, dotProduct, Matrix.of_apply, if_pos hi] using h
+    simpa only [M, Matrix.mulVec, dotProduct, Matrix.of_apply, if_pos hi,
+      Pi.zero_apply] using h
   have hhigh : ∀ i, k < i → ((Xᴴ * S) *ᵥ v) i = 0 := fun i hi => by
     have h := congrFun hMv i
     simpa only [M, Matrix.mulVec, dotProduct, Matrix.of_apply,
-      if_neg (not_lt_of_ge hi.le), if_pos hi] using h
+      if_neg (not_lt_of_ge hi.le), if_pos hi, Pi.zero_apply] using h
   obtain ⟨hs, he, hp⟩ := level_expansion hX hHX v
   obtain ⟨hs', he', hp'⟩ := level_expansion hX' hHX' v
```
